# Contracting two or more distinct concentric Gaussians with nonzero weights destroys the two-term vertical recurrence

## A wrong fourth moment

Take two s-type Gaussian charge distributions on the same centre, with exponents 1 and 2, and add their normalised moments along one axis, taken about that centre. The sums of order 0, 2 and 4 are $2$, $3/4$ and $15/16$; the odd ones vanish. Each distribution alone obeys

$$S_{i+1} = \frac{i}{2p}\,S_{i-1},$$

where $p$ is its exponent and $S_i$ its moment of order $i$. Suppose we contract first and then run this recurrence on the sum, with an effective constant $c$ in place of $1/(2p)$. Order 2 requires $3/4 = 2c$, so $c = 3/8$. Order 4 then comes out as $3c\cdot 3/4 = 27/32$, which is a tenth too small.

No other choice of constants repairs this, and the same holds for any finite contraction of two or more concentric Gaussians with distinct exponents and nonzero weights.

## Moments and contractions

The product of two s-type Gaussians on one centre is a Gaussian whose exponent $p$ is the sum of theirs. With the centre at the origin, its normalised moments in one dimension are

$$s_i(p) = \frac{\int x^i e^{-px^2}\,dx}{\int e^{-px^2}\,dx}, \qquad p>0 .$$

A contraction here is a finite weighted sum of such product Gaussians. We call them its primitives and label them by $k$, with exponents $p_k$ and real weights $w_k$; in an overlap of two contracted functions, each $k$ stands for a pair of primitive basis functions. Its moments are

$$T_i = \sum_k w_k\, s_i(p_k).$$

The textbook overlap integral lacks the denominator. The raw coefficient of a term, which is the product of two contraction coefficients, is therefore multiplied by $\sqrt{\pi/p_k}$ to give $w_k$, which doesn't affect whether it is zero.

## What is claimed

Let the exponents be positive and pairwise distinct, and the weights nonzero, of either sign. Then real constants $d$ and $c$ with

$$T_1 = d\,T_0, \qquad T_{i+2} = d\,T_{i+1} + c\,(i+1)\,T_i \quad (i = 0,1,2,\dots)$$

exist exactly when the contraction has at most one primitive.

In Lean, `overlap p i` is $s_i(p)$, so the name denotes a normalised quantity. `contracted w p i` is $T_i$, and there `p` is the whole family of exponents. `ObeysVertical T d c` is the displayed pair of conditions, with the index shifted by one so that no $i-1$ occurs. The labels form a finite type `ι`, possibly empty. `Function.Injective p` says that the exponents are distinct, and `Subsingleton ι` that there is at most one label.

The constants may not depend on $i$. The theorem says nothing about recurrences with more terms or with other $i$-dependence.

In a molecule the two functions usually sit on different centres, and the centre of their product then generally differs between primitive pairs. The step from a common centre to that situation is left open by the hypotheses.

## The recurrence of one primitive

The derivative of $e^{-px^2}$ is $-2p\,x\,e^{-px^2}$. Its integral over the line vanishes, so $s_1 = 0$. Likewise

$$\frac{d}{dx}\left(x^{i+1}e^{-px^2}\right) = (i+1)\,x^i e^{-px^2} - 2p\,x^{i+2}e^{-px^2}$$

integrates to zero. Dividing by the Gaussian integral gives

$$s_{i+2} = (i+1)\,a\,s_i, \qquad a = \frac{1}{2p}.$$

With $s_0 = 1$ and $s_1 = 0$, induction yields

$$s_{2m+1} = 0, \qquad s_{2m} = D_m\,a^m, \qquad D_m = \prod_{j=0}^{m-1}(2j+1).$$

## From a recurrence to a single exponent

Write $a_k = 1/(2p_k)$ and $M_m = \sum_k w_k a_k^m$. Then $T_{2m} = D_m M_m$, and the odd $T_i$ vanish. Suppose the contraction obeys a recurrence with constants $d$ and $c$. For $i = 2m$ the term with $d$ multiplies an odd moment and drops out:

$$D_{m+1}M_{m+1} = c\,(2m+1)\,D_m M_m .$$

Since $D_{m+1} = (2m+1)D_m \neq 0$, this is $M_{m+1} = c\,M_m$, and hence $M_m = c^m M_0$. Taking linear combinations of these equations gives, for every real polynomial $P$,

$$\sum_k w_k P(a_k) = P(c)\sum_k w_k .$$

Now fix $k$, suppose $a_k \neq c$, and choose

$$P(x) = (x-c)\prod_{j\neq k}(x-a_j).$$

The right side is zero. On the left only the term of $k$ survives, and it equals

$$w_k\,(a_k-c)\prod_{j\neq k}(a_k-a_j),$$

which is nonzero because the weight is nonzero and the exponents are distinct. This contradiction shows that $a_k = c$. It holds for every $k$, so distinct exponents leave room for at most one primitive.

Conversely, a single primitive keeps its own recurrence, with $d = 0$ and $c = 1/(2p)$, since its weight is a common factor. An empty contraction has only zero moments, and $d = c = 0$ will do.

With weights of mixed sign, the first few orders can mislead. For $a_k = 1, 2, 3$ with weights $1, -3, 3$, the sums $M_0, M_1, M_2$ are $1, 4, 16$, as if $c = 4$; but $M_3 = 58$, not $64$. For $n$ primitives, the argument uses the powers up to order $n$.

## When exponents repeat

Take exponents $1, 1, 2$ with weights $1, -1, 1$. The first two primitives cancel, and what remains is the moment sequence for $p = 2$, which obeys the recurrence with $d = 0$ and $c = 1/4$. There are three primitives, all weights are nonzero, and two different exponents occur, so these conditions alone don't exclude a recurrence. Terms with equal exponents have to be merged before the theorem is applied, and any merged term of weight zero removed. Equal exponents are common: when a contracted function is multiplied by itself, each pair of different primitive basis functions occurs twice, once in either order, with the same total exponent.

## Where the contraction goes in an integral calculation

Consider the one-dimensional overlap of two contracted p-type functions on centres $A$ and $B$. Let $S_{ij}$ be the integral with the factor $(x-A)^i(x-B)^j$. For each pair of primitives, the vertical recurrence

$$S_{i+1,0} = (P-A)\,S_{i0} + \frac{i}{2p}\,S_{i-1,0}$$

produces $S_{10}$ and $S_{20}$; here $p$ is the total exponent of the pair and $P$ its centre. These are summed over the pairs with the contraction coefficients. One horizontal step then acts on the sums:

$$S_{11} = S_{20} + (A-B)\,S_{10}.$$

Its coefficient contains no exponent, so it passes through the sum unchanged. The vertical coefficients do contain exponents. In the common-centre, one-dimensional model treated here, no pair of constants can replace them at all orders once two or more pairs with distinct total exponents and nonzero weights have been summed.

## The Lean file

```lean
import Mathlib

open MeasureTheory Polynomial

namespace ContractedVerticalRecurrence

noncomputable section

/-- The normalised moment of order `i` of the Gaussian `exp (-p x²)`, for exponents `p > 0`. -/
def overlap (p : ℝ) (i : ℕ) : ℝ :=
  (∫ x : ℝ, x ^ i * Real.exp (-p * x ^ 2)) / ∫ x : ℝ, Real.exp (-p * x ^ 2)

/-- The sequence `T` obeys a vertical recurrence `T_(i+1) = d T_i + c i T_(i-1)` for all `i`;
the case `i = 0` is written separately. -/
def ObeysVertical (T : ℕ → ℝ) (d c : ℝ) : Prop :=
  T 1 = d * T 0 ∧ ∀ i : ℕ, T (i + 2) = d * T (i + 1) + c * ((i : ℝ) + 1) * T i

/-- The contracted moment: the sum of primitive moments with exponents `p k` and weights `w k`. -/
def contracted {ι : Type*} [Fintype ι] (w p : ι → ℝ) (i : ℕ) : ℝ :=
  ∑ k, w k * overlap (p k) i

/-- For a positive exponent, every power of `x` times the Gaussian is integrable. -/
theorem integrable_moment {p : ℝ} (hp : 0 < p) (i : ℕ) :
    Integrable (fun x : ℝ => x ^ i * Real.exp (-p * x ^ 2)) := by
  have hi : (-1 : ℝ) < (i : ℝ) := by
    have : (0 : ℝ) ≤ i := Nat.cast_nonneg i
    linarith
  simpa only [Real.rpow_natCast] using integrable_rpow_mul_exp_neg_mul_sq hp hi

/-- For a positive exponent, the normalised moment of order zero is one. -/
theorem overlap_zero {p : ℝ} (hp : 0 < p) : overlap p 0 = 1 := by
  have h : (∫ x : ℝ, Real.exp (-p * x ^ 2)) ≠ 0 := by
    rw [integral_gaussian]
    exact (Real.sqrt_pos.2 (div_pos Real.pi_pos hp)).ne'
  simp only [overlap, pow_zero, one_mul]
  exact div_self h

/-- The moments of a single Gaussian with positive exponent `p` obey the vertical recurrence
with `d = 0` and `c = 1/(2p)`. -/
theorem overlap_vertical {p : ℝ} (hp : 0 < p) :
    ObeysVertical (overlap p) 0 (1 / (2 * p)) := by
  have hg : ∀ x : ℝ, HasDerivAt (fun y : ℝ => Real.exp (-p * y ^ 2))
      (-2 * p * (x ^ 1 * Real.exp (-p * x ^ 2))) x := by
    intro x
    have h2 : HasDerivAt (fun y : ℝ => y ^ 2) (2 * x) x := by
      simpa using hasDerivAt_pow 2 x
    exact (h2.const_mul (-p)).exp.congr_deriv (by ring)
  constructor
  · -- the integral of the derivative of the Gaussian vanishes
    have h0 := integral_eq_zero_of_hasDerivAt_of_integrable hg
      ((integrable_moment hp 1).const_mul (-2 * p))
      (by simpa using integrable_moment hp 0)
    rw [integral_const_mul] at h0
    have h1 : (∫ x : ℝ, x ^ 1 * Real.exp (-p * x ^ 2)) = 0 :=
      (mul_eq_zero.1 h0).resolve_left (by linarith : -2 * p < 0).ne
    rw [overlap, h1, zero_div, zero_mul]
  · intro i
    -- the integral of the derivative of x^(i+1) times the Gaussian vanishes
    have hd : ∀ x : ℝ, HasDerivAt (fun y : ℝ => y ^ (i + 1) * Real.exp (-p * y ^ 2))
        (((i : ℝ) + 1) * (x ^ i * Real.exp (-p * x ^ 2))
          - 2 * p * (x ^ (i + 2) * Real.exp (-p * x ^ 2))) x := by
      intro x
      refine ((hasDerivAt_pow (i + 1) x).fun_mul (hg x)).congr_deriv ?_
      simp only [Nat.add_sub_cancel]
      push_cast
      ring
    have hi := (integrable_moment hp i).const_mul ((i : ℝ) + 1)
    have hi2 := (integrable_moment hp (i + 2)).const_mul (2 * p)
    have h0 := integral_eq_zero_of_hasDerivAt_of_integrable hd (hi.sub hi2)
      (integrable_moment hp (i + 1))
    rw [integral_sub hi hi2, integral_const_mul, integral_const_mul] at h0
    have h1 : (∫ x : ℝ, x ^ (i + 2) * Real.exp (-p * x ^ 2))
        = ((i : ℝ) + 1) * (∫ x : ℝ, x ^ i * Real.exp (-p * x ^ 2)) / (2 * p) := by
      rw [eq_div_iff (by positivity)]
      linarith
    simp only [overlap]
    rw [h1]
    ring

/-- For a positive exponent, the moments of odd order vanish. -/
theorem overlap_odd {p : ℝ} (hp : 0 < p) (m : ℕ) : overlap p (2 * m + 1) = 0 := by
  induction m with
  | zero => simpa using (overlap_vertical hp).1
  | succ m ih =>
    rw [show 2 * (m + 1) + 1 = (2 * m + 1) + 2 by ring,
      (overlap_vertical hp).2 (2 * m + 1), ih]
    ring

/-- For a positive exponent, the moment of order `2m` is the product of the first `m` odd
numbers times `(1/(2p))^m`. -/
theorem overlap_even {p : ℝ} (hp : 0 < p) (m : ℕ) :
    overlap p (2 * m) = (∏ j ∈ Finset.range m, (2 * (j : ℝ) + 1)) * (1 / (2 * p)) ^ m := by
  induction m with
  | zero => simp [overlap_zero hp]
  | succ m ih =>
    rw [show 2 * (m + 1) = 2 * m + 2 by ring, (overlap_vertical hp).2 (2 * m), ih,
      Finset.prod_range_succ]
    push_cast
    ring

variable {ι : Type*} [Fintype ι] {w p : ι → ℝ}

/-- If a contraction of Gaussians with positive exponents obeys a vertical recurrence, the
weighted power sums of `1/(2 p k)` are those of the total weight placed at the point `c`. -/
theorem contracted_power_sum (hp : ∀ k, 0 < p k) {d c : ℝ}
    (h : ObeysVertical (contracted w p) d c) (m : ℕ) :
    ∑ k, w k * (1 / (2 * p k)) ^ m = c ^ m * ∑ k, w k := by
  have hE : ∀ n : ℕ, contracted w p (2 * n) =
      (∏ j ∈ Finset.range n, (2 * (j : ℝ) + 1)) * ∑ k, w k * (1 / (2 * p k)) ^ n := by
    intro n
    rw [contracted, Finset.mul_sum]
    refine Finset.sum_congr rfl fun k _ => ?_
    rw [overlap_even (hp k)]
    ring
  have hO : ∀ n : ℕ, contracted w p (2 * n + 1) = 0 := fun n =>
    Finset.sum_eq_zero fun k _ => by rw [overlap_odd (hp k), mul_zero]
  induction m with
  | zero => simp
  | succ m ih =>
    have s := h.2 (2 * m)
    rw [hO m, show 2 * m + 2 = 2 * (m + 1) by ring, hE (m + 1), hE m, ih,
      Finset.prod_range_succ] at s
    push_cast at s
    have hD : (∏ j ∈ Finset.range m, (2 * (j : ℝ) + 1)) * (2 * (m : ℝ) + 1) ≠ 0 :=
      (mul_pos (Finset.prod_pos fun j _ => by positivity) (by positivity)).ne'
    apply mul_left_cancel₀ hD
    linear_combination s

/-- If a contraction of Gaussians with positive exponents obeys a vertical recurrence with constants
`d` and `c`, the weighted sum of any polynomial over the points `1/(2 p k)` is its value at `c`
times the total weight. -/
theorem contracted_polynomial_sum (hp : ∀ k, 0 < p k) {d c : ℝ}
    (h : ObeysVertical (contracted w p) d c) (P : ℝ[X]) :
    ∑ k, w k * P.eval (1 / (2 * p k)) = P.eval c * ∑ k, w k := by
  refine Polynomial.induction_on' P ?_ ?_
  · intro P Q hP hQ
    simp only [eval_add, mul_add, Finset.sum_add_distrib, hP, hQ, add_mul]
  · intro n r
    simp only [eval_monomial]
    have e : ∑ k, w k * (r * (1 / (2 * p k)) ^ n)
        = r * ∑ k, w k * (1 / (2 * p k)) ^ n := by
      rw [Finset.mul_sum]
      exact Finset.sum_congr rfl fun k _ => by ring
    rw [e, contracted_power_sum hp h n]
    ring

/-- A contraction of Gaussians with positive, pairwise distinct exponents and nonzero weights
obeys a vertical recurrence with some constants `d`, `c` exactly when it has at most one
primitive. -/
theorem contracted_vertical_iff (hp : ∀ k, 0 < p k) (hinj : Function.Injective p)
    (hw : ∀ k, w k ≠ 0) :
    (∃ d c : ℝ, ObeysVertical (contracted w p) d c) ↔ Subsingleton ι := by
  classical
  constructor
  · rintro ⟨d, c, h⟩
    have ha : ∀ i j, 1 / (2 * p i) = 1 / (2 * p j) → i = j := by
      intro i j e
      have e' : 2 * p i = 2 * p j := inv_injective (by simpa only [one_div] using e)
      exact hinj (by linarith)
    have key : ∀ k, 1 / (2 * p k) = c := by
      intro k
      by_contra hk
      -- this polynomial vanishes at c and at every point except that of k
      have h1 := contracted_polynomial_sum hp h
        ((X - C c) * ∏ j ∈ Finset.univ.erase k, (X - C (1 / (2 * p j))))
      simp only [eval_mul, eval_prod, eval_sub, eval_X, eval_C, sub_self, zero_mul] at h1
      rw [Finset.sum_eq_single_of_mem k (Finset.mem_univ k) (fun j _ hj => by
        rw [Finset.prod_eq_zero (Finset.mem_erase.2 ⟨hj, Finset.mem_univ j⟩) (sub_self _),
          mul_zero, mul_zero])] at h1
      refine mul_ne_zero (hw k) (mul_ne_zero (sub_ne_zero.2 hk) ?_) h1
      exact Finset.prod_ne_zero_iff.2 fun j hj =>
        sub_ne_zero.2 fun e => Finset.ne_of_mem_erase hj (ha k j e).symm
    exact ⟨fun i j => ha i j ((key i).trans (key j).symm)⟩
  · intro hs
    rcases isEmpty_or_nonempty ι with he | ⟨⟨k⟩⟩
    · exact ⟨0, 0, by simp [ObeysVertical, contracted]⟩
    · -- a single primitive keeps its own recurrence
      have e : ∀ i, contracted w p i = w k * overlap (p k) i := fun i =>
        Fintype.sum_subsingleton _ k
      obtain ⟨h1, h2⟩ := overlap_vertical (hp k)
      refine ⟨0, 1 / (2 * p k), ?_, fun i => ?_⟩
      · rw [e, e]
        linear_combination w k * h1
      · rw [e, e, e]
        linear_combination w k * h2 i

/-- The sum of the normalised moments for the exponents 1 and 2 obeys no vertical recurrence,
whatever real constants `d` and `c` are tried. -/
theorem sum_one_two_not_vertical :
    ¬ ∃ d c : ℝ, ObeysVertical (fun i => overlap 1 i + overlap 2 i) d c := by
  have hp : ∀ k : Fin 2, 0 < (![1, 2] : Fin 2 → ℝ) k := by
    intro k
    fin_cases k <;> norm_num
  have hinj : Function.Injective (![1, 2] : Fin 2 → ℝ) := by
    intro a b hab
    fin_cases a <;> fin_cases b <;> simp_all
  have e : contracted (fun _ : Fin 2 => (1 : ℝ)) ![1, 2]
      = fun i => overlap 1 i + overlap 2 i := by
    funext i
    simp [contracted, Fin.sum_univ_two]
  rw [← e, contracted_vertical_iff hp hinj (fun _ => one_ne_zero)]
  intro hs
  exact absurd (hs.elim (0 : Fin 2) 1) (by decide)

end

end ContractedVerticalRecurrence
```

```lean
#print axioms ContractedVerticalRecurrence.contracted_vertical_iff
#print axioms ContractedVerticalRecurrence.sum_one_two_not_vertical
```

```
'ContractedVerticalRecurrence.contracted_vertical_iff' depends on axioms: [propext, Classical.choice, Quot.sound]
'ContractedVerticalRecurrence.sum_one_two_not_vertical' depends on axioms: [propext, Classical.choice, Quot.sound]
```

## How the lemmas carry the argument

**The primitive.** `integrable_moment` supplies convergence of the moment integrals, and `overlap_zero` gives $s_0 = 1$ from the known value of the Gaussian integral. In `overlap_vertical`, the derivative of the Gaussian is `hg` and that of $x^{i+1}$ times the Gaussian is `hd`. The Mathlib lemma `integral_eq_zero_of_hasDerivAt_of_integrable` then does the work of the vanishing boundary terms: a function on the line has a derivative with integral zero if both the function and its derivative are integrable. The vertical recurrence is thus derived from the integrals. `overlap_odd` and `overlap_even` are the two inductions that give the closed forms.

**The power sums.** Inside `contracted_power_sum`, `hE` is $T_{2m} = D_m M_m$ and `hO` says that the odd moments vanish. The induction step takes the assumed recurrence at $i = 2m$, inserts both facts together with the induction hypothesis, and cancels the nonzero factor $D_m(2m+1)$, whose nonvanishing is `hD`. Only these even instances are used, so the condition $T_1 = d\,T_0$ plays no part in this direction.

**Polynomials.** `contracted_polynomial_sum` extends the result by `Polynomial.induction_on'`, which asks for two cases: sums of polynomials, and monomials. The monomial case is the power-sum lemma times a coefficient.

**The equivalence.** In `contracted_vertical_iff`, `ha` turns equality of two values $1/(2p_k)$ into equality of their labels. The statement `key` is $a_k = c$, proved by contradiction with the polynomial chosen above. `Finset.sum_eq_single_of_mem` reduces the sum to the term of $k$, and `mul_ne_zero` shows that this term can't vanish. The reverse direction separates the empty contraction from the single primitive, whose two recurrence equations are multiplied by `w k`.

**Exponents 1 and 2.** `sum_one_two_not_vertical` writes the sum from the opening example as a contraction over `Fin 2` with both weights equal to one. The equivalence would then make `Fin 2` a type with at most one element, but 0 and 1 are different.
